# Surface terms cancel in the kinetic-energy-density augmentation when true and pseudo functions match

Let R > 0, let v, f, F be real C¹ functions on [0,R], and let g, G be real C² functions there. If f = F and g′ = G′ at both ends of the interval, then

∫₀ᴿ v (f′g′ − F′G′) dr = −∫₀ᴿ [ f (v g′)′ − F (v G′)′ ] dr.

Here f and g are the true (all-electron) radial functions of two channels (without an extra factor r), F and G are their pseudo partners, and v is the potential conjugate to the kinetic-energy density, with constant prefactors and any radial volume weight absorbed into it. For channels with the same angular function and a spherical potential, the left side is the radial-derivative part of what v contributes to the coefficient D that couples the two channels in an ultrasoft pseudopotential, provided that the augmentation is not smoothed. For a potential shared by true and pseudo functions, the identity lets this contribution to a meta-GGA calculation be written either with first derivatives only or with a differential operator acting on one channel.

## Integrating by parts and subtracting

The product rule gives

(f v g′)′ = v f′g′ + f (v g′)′.

Since v and g′ are C¹, so is the flux v g′, and both terms on the right are continuous. Integrating over [0,R] gives

∫₀ᴿ v f′g′ dr = f(R)v(R)g′(R) − f(0)v(0)g′(0) − ∫₀ᴿ f (v g′)′ dr.

The same holds for F and G. Write K for the left side of the claimed identity, O for the integral of f (v g′)′ − F (v G′)′, and

S(r) = f(r)g′(r) − F(r)G′(r).

Subtracting the pseudo equation from the true one yields

K = v(R)S(R) − v(0)S(0) − O.

This needs no matching at all. If f = F and g′ = G′ at both ends, then S(0) = S(R) = 0 and K = −O. Only the values of the first channel and the slopes of the second are used.

Three consequences follow.

**All potentials at once.** K = −O holds for every C¹ potential exactly when S(0) = S(R) = 0. Sufficiency is clear from the formula. For necessity, v(r) = r gives R S(R) = 0, and v(r) = R − r gives R S(0) = 0; then divide by R.

**Spherical weight.** If v = r²w with w of class C¹, then v(0) = 0 and the term at the origin vanishes. Matching at R is enough. The integral over a sphere carries this weight, and the weaker condition is useful for s channels, where a pseudo function generally differs from its true partner at the nucleus.

**Exchange of channels.** K is unchanged when (f,F) and (g,G) are swapped. If all four functions are C² and both pairs match in value and slope at both ends, the identity applies in either order, so

∫₀ᴿ [ f (v g′)′ − F (v G′)′ ] dr = ∫₀ᴿ [ g (v f′)′ − G (v F′)′ ] dr.

## Derivatives, flux and the two integrals in Lean

```lean
import Mathlib

open Set

namespace KineticDensityAugmentation

noncomputable section

variable {R : ℝ} {v w f g F G : ℝ → ℝ}
```

All functions have type `ℝ → ℝ`, but regularity is required only on `Icc 0 R`, the closed interval [0,R]. The derivative is taken within that interval, so at 0 and R it is one-sided and does not depend on how a function continues outside.

```lean
/-- The derivative of a function on the augmentation interval `[0, R]`, one-sided at the two
ends; it is used for `R > 0`. -/
def radialDeriv (R : ℝ) (f : ℝ → ℝ) (r : ℝ) : ℝ := derivWithin f (Icc 0 R) r
```

The flux is the product v g′ whose end values enter the surface terms.

```lean
/-- The flux `v g'` of a function `g` in the potential `v`. -/
def flux (R : ℝ) (v g : ℝ → ℝ) (r : ℝ) : ℝ := v r * radialDeriv R g r
```

The next two definitions are K and O. Note that `operatorTerm` carries no minus sign; the sign appears in the theorems.

```lean
/-- The radial-derivative part of the kinetic-energy-density term: the integral of
`v (f' g' - F' G')` over `[0, R]`. -/
def kineticTerm (R : ℝ) (v f g F G : ℝ → ℝ) : ℝ :=
  ∫ r in (0 : ℝ)..R, v r *
    (radialDeriv R f r * radialDeriv R g r - radialDeriv R F r * radialDeriv R G r)

/-- The operator term, defined without a minus sign: the integral of `f (v g')' - F (v G')'` over
`[0, R]`. -/
def operatorTerm (R : ℝ) (v f g F G : ℝ → ℝ) : ℝ :=
  ∫ r in (0 : ℝ)..R,
    (f r * radialDeriv R (flux R v g) r - F r * radialDeriv R (flux R v G) r)
```

One potential `v` serves both the true and the pseudo functions. A scheme that gives the two sets different potentials is not covered, nor are complex functions or the angular part of the gradients. Scalar-relativistic functions of a point nucleus need not be smooth enough either; those of s channels diverge at the origin.

## The derivative within an interval and the fundamental theorem

The proof turns on `intervalIntegral.integral_eq_sub_of_hasDerivAt_of_le`, Mathlib's fundamental theorem of calculus in a form suited to closed intervals. It asks for continuity on all of [0,R], an ordinary two-sided derivative only on the open interval, and integrability of that derivative. The first lemma supplies the bridge: around an interior point the closed interval is a neighbourhood, so the derivative within it is the ordinary one.

```lean
/-- Inside the interval, `radialDeriv` of a C¹ function is its ordinary derivative. -/
theorem hasDerivAt_radialDeriv (hf : ContDiffOn ℝ 1 f (Icc 0 R)) {r : ℝ}
    (hr : r ∈ Ioo 0 R) : HasDerivAt f (radialDeriv R f r) r :=
  ((hf.differentiableOn (by norm_num)) r
    (Ioo_subset_Icc_self hr)).hasDerivWithinAt.hasDerivAt (Icc_mem_nhds hr.1 hr.2)
```

The endpoints then enter through continuity alone. This is where the one-sided definition matters: the flux built from it is continuous up to 0 and R, so its end values are the right surface terms. The next lemma proves more, namely that the flux is C¹. It uses `uniqueDiffOn_Icc`, which says that derivatives within an interval of positive length are uniquely determined.

```lean
/-- For a C¹ potential and a C² function on `[0, R]`, `R > 0`, the flux `v g'` is C¹. -/
theorem contDiffOn_flux (hR : 0 < R) (hv : ContDiffOn ℝ 1 v (Icc 0 R))
    (hg : ContDiffOn ℝ 2 g (Icc 0 R)) : ContDiffOn ℝ 1 (flux R v g) (Icc 0 R) :=
  hv.mul (hg.derivWithin (uniqueDiffOn_Icc hR) (by norm_num))
```

Continuity of the derivatives makes both integrands continuous, hence integrable.

```lean
/-- For `R > 0`, C¹ functions `v`, `f` and a C² function `g` on `[0, R]`, both `v f' g'` and
`f (v g')'` are integrable. -/
theorem integrable_terms (hR : 0 < R) (hv : ContDiffOn ℝ 1 v (Icc 0 R))
    (hf : ContDiffOn ℝ 1 f (Icc 0 R)) (hg : ContDiffOn ℝ 2 g (Icc 0 R)) :
    IntervalIntegrable (fun r => v r * (radialDeriv R f r * radialDeriv R g r))
      MeasureTheory.volume 0 R ∧
    IntervalIntegrable (fun r => f r * radialDeriv R (flux R v g) r)
      MeasureTheory.volume 0 R := by
  have hs := uniqueDiffOn_Icc hR
  have cf : ContinuousOn (radialDeriv R f) (Icc 0 R) :=
    hf.continuousOn_derivWithin hs (by norm_num)
  have cg : ContinuousOn (radialDeriv R g) (Icc 0 R) :=
    hg.continuousOn_derivWithin hs (by norm_num)
  have cq : ContinuousOn (radialDeriv R (flux R v g)) (Icc 0 R) :=
    (contDiffOn_flux hR hv hg).continuousOn_derivWithin hs (by norm_num)
  exact ⟨(hv.continuousOn.mul (cf.mul cg)).intervalIntegrable_of_Icc hR.le,
    (hf.continuousOn.mul cq).intervalIntegrable_of_Icc hR.le⟩
```

## From one pair to the difference

Integration by parts for a single pair follows the calculation above. The intermediate statement `ftc` integrates the product-rule identity, with `ring` matching the derivative of f·(v g′) to the integrand. The integral of the sum is then split and rearranged.

```lean
/-- Integration by parts for one pair of functions, with `v`, `f` of class C¹ and `g` of class
C² on `[0, R]`, `R > 0`: the surface term is `f v g'` between the two ends. -/
theorem integral_by_parts (hR : 0 < R) (hv : ContDiffOn ℝ 1 v (Icc 0 R))
    (hf : ContDiffOn ℝ 1 f (Icc 0 R)) (hg : ContDiffOn ℝ 2 g (Icc 0 R)) :
    ∫ r in (0 : ℝ)..R, v r * (radialDeriv R f r * radialDeriv R g r) =
      f R * flux R v g R - f 0 * flux R v g 0 -
        ∫ r in (0 : ℝ)..R, f r * radialDeriv R (flux R v g) r := by
  have hq := contDiffOn_flux hR hv hg
  obtain ⟨i₁, i₂⟩ := integrable_terms hR hv hf hg
  -- the fundamental theorem of calculus for the product `f (v g')`
  have ftc : ∫ r in (0 : ℝ)..R, (v r * (radialDeriv R f r * radialDeriv R g r) +
      f r * radialDeriv R (flux R v g) r) = f R * flux R v g R - f 0 * flux R v g 0 := by
    refine intervalIntegral.integral_eq_sub_of_hasDerivAt_of_le
      (f := fun r => f r * flux R v g r) hR.le
      (hf.continuousOn.mul hq.continuousOn) (fun r hr => ?_) (i₁.add i₂)
    refine ((hasDerivAt_radialDeriv hf hr).fun_mul
      (hasDerivAt_radialDeriv hq hr)).congr_deriv ?_
    simp only [flux]
    ring
  rw [intervalIntegral.integral_add i₁ i₂] at ftc
  linarith
```

Next comes the formula K = v(R)S(R) − v(0)S(0) − O for arbitrary partners. The equations `e₁` and `e₂` split K and O into true and pseudo integrals, and the last line subtracts the two instances of integration by parts.

```lean
/-- For `R > 0`, C¹ functions `v`, `f`, `F` and C² functions `g`, `G` on `[0, R]`, the kinetic
term is minus the operator term plus the mismatch of the surface terms. -/
theorem kineticTerm_eq_surface_sub (hR : 0 < R) (hv : ContDiffOn ℝ 1 v (Icc 0 R))
    (hf : ContDiffOn ℝ 1 f (Icc 0 R)) (hF : ContDiffOn ℝ 1 F (Icc 0 R))
    (hg : ContDiffOn ℝ 2 g (Icc 0 R)) (hG : ContDiffOn ℝ 2 G (Icc 0 R)) :
    kineticTerm R v f g F G =
      (f R * flux R v g R - F R * flux R v G R) -
        (f 0 * flux R v g 0 - F 0 * flux R v G 0) - operatorTerm R v f g F G := by
  have i := integrable_terms hR hv hf hg
  have j := integrable_terms hR hv hF hG
  have e₁ : kineticTerm R v f g F G =
      (∫ r in (0 : ℝ)..R, v r * (radialDeriv R f r * radialDeriv R g r)) -
        ∫ r in (0 : ℝ)..R, v r * (radialDeriv R F r * radialDeriv R G r) := by
    rw [← intervalIntegral.integral_sub i.1 j.1]
    unfold kineticTerm
    congr 1
    funext r
    ring
  have e₂ : operatorTerm R v f g F G =
      (∫ r in (0 : ℝ)..R, f r * radialDeriv R (flux R v g) r) -
        ∫ r in (0 : ℝ)..R, F r * radialDeriv R (flux R v G) r :=
    intervalIntegral.integral_sub i.2 j.2
  rw [e₁, e₂]
  linear_combination integral_by_parts hR hv hf hg - integral_by_parts hR hv hF hG
```

The main theorem adds the matching conditions. `f0` and `fR` equate the values of f and F at the two ends, while `g0` and `gR` equate the slopes of g and G. Rewriting with them makes the surface terms identical, and they cancel.

```lean
/-- Let `v`, `f`, `F` be C¹ and `g`, `G` be C² on `[0, R]`, `R > 0`. If `f`, `F` agree in value
and `g`, `G` agree in derivative at both ends, the surface terms cancel and the kinetic term is
minus the operator term. -/
theorem kineticTerm_eq_neg_operatorTerm (hR : 0 < R) (hv : ContDiffOn ℝ 1 v (Icc 0 R))
    (hf : ContDiffOn ℝ 1 f (Icc 0 R)) (hF : ContDiffOn ℝ 1 F (Icc 0 R))
    (hg : ContDiffOn ℝ 2 g (Icc 0 R)) (hG : ContDiffOn ℝ 2 G (Icc 0 R))
    (f0 : f 0 = F 0) (fR : f R = F R)
    (g0 : radialDeriv R g 0 = radialDeriv R G 0)
    (gR : radialDeriv R g R = radialDeriv R G R) :
    kineticTerm R v f g F G = -operatorTerm R v f g F G := by
  have h := kineticTerm_eq_surface_sub hR hv hf hF hg hG
  simp only [flux] at h
  rw [f0, fR, g0, gR] at h
  linear_combination h
```

## Necessity, the spherical weight and channel symmetry

In the equivalence, the quantifier over `v` stands inside the left-hand side: the four functions are fixed and the potential varies. For a single potential, K = −O requires only v(R)S(R) = v(0)S(0). The forward direction uses the two linear potentials and cancels the nonzero factor R; the converse inserts the two endpoint equations into the general formula.

```lean
/-- For `R > 0`, C¹ functions `f`, `F` and C² functions `g`, `G` on `[0, R]`, the kinetic term
is minus the operator term for every C¹ potential exactly when `f g' = F G'` at both ends. -/
theorem forall_potential_iff (hR : 0 < R)
    (hf : ContDiffOn ℝ 1 f (Icc 0 R)) (hF : ContDiffOn ℝ 1 F (Icc 0 R))
    (hg : ContDiffOn ℝ 2 g (Icc 0 R)) (hG : ContDiffOn ℝ 2 G (Icc 0 R)) :
    (∀ v : ℝ → ℝ, ContDiffOn ℝ 1 v (Icc 0 R) →
      kineticTerm R v f g F G = -operatorTerm R v f g F G) ↔
    f 0 * radialDeriv R g 0 = F 0 * radialDeriv R G 0 ∧
      f R * radialDeriv R g R = F R * radialDeriv R G R := by
  constructor
  · intro h
    constructor
    · -- the potential `R - r` sees only the surface at the origin
      have hv : ContDiffOn ℝ 1 (fun r : ℝ => R - r) (Icc 0 R) := by fun_prop
      have k := kineticTerm_eq_surface_sub hR hv hf hF hg hG
      have e := h _ hv
      simp only [flux] at k
      apply mul_left_cancel₀ hR.ne'
      linear_combination k - e
    · -- the potential `r` sees only the surface at `R`
      have hv : ContDiffOn ℝ 1 (fun r : ℝ => r) (Icc 0 R) := by fun_prop
      have k := kineticTerm_eq_surface_sub hR hv hf hF hg hG
      have e := h _ hv
      simp only [flux] at k
      apply mul_left_cancel₀ hR.ne'
      linear_combination e - k
  · rintro ⟨h0, h1⟩ v hv
    have k := kineticTerm_eq_surface_sub hR hv hf hF hg hG
    simp only [flux] at k
    linear_combination k + v R * h1 - v 0 * h0
```

The spherical version has hypotheses at R only. The factor `r ^ 2` is zero at the origin, which removes the other surface term whatever the functions do there. The theorem still assumes that w is C¹ up to the origin.

```lean
/-- With the spherical volume weight, `v = r² w` and `w` of class C¹, matching `f = F` and `g' = G'`
at `R > 0` alone makes the kinetic term equal to minus the operator term, for `f`, `F` of class C¹
and `g`, `G` of class C² on `[0, R]`. -/
theorem spherical_kineticTerm (hR : 0 < R) (hw : ContDiffOn ℝ 1 w (Icc 0 R))
    (hf : ContDiffOn ℝ 1 f (Icc 0 R)) (hF : ContDiffOn ℝ 1 F (Icc 0 R))
    (hg : ContDiffOn ℝ 2 g (Icc 0 R)) (hG : ContDiffOn ℝ 2 G (Icc 0 R))
    (fR : f R = F R) (gR : radialDeriv R g R = radialDeriv R G R) :
    kineticTerm R (fun r => r ^ 2 * w r) f g F G =
      -operatorTerm R (fun r => r ^ 2 * w r) f g F G := by
  have hv : ContDiffOn ℝ 1 (fun r => r ^ 2 * w r) (Icc 0 R) :=
    (by fun_prop : ContDiff ℝ 1 (fun r : ℝ => r ^ 2)).contDiffOn.mul hw
  have h := kineticTerm_eq_surface_sub hR hv hf hF hg hG
  simp only [flux] at h
  rw [fR, gR] at h
  linear_combination h
```

For the exchange symmetry, the main theorem is applied twice, as `h₁` and `h₂`, with the channels in opposite order. The equation `hs` records that K does not change under the swap.

```lean
/-- If C² functions `f`, `g` and their C² partners `F`, `G` agree in value and derivative at both
ends of `[0, R]`, `R > 0`, and `v` is C¹, the operator term is symmetric in the two channels. -/
theorem operatorTerm_symm (hR : 0 < R) (hv : ContDiffOn ℝ 1 v (Icc 0 R))
    (hf : ContDiffOn ℝ 2 f (Icc 0 R)) (hF : ContDiffOn ℝ 2 F (Icc 0 R))
    (hg : ContDiffOn ℝ 2 g (Icc 0 R)) (hG : ContDiffOn ℝ 2 G (Icc 0 R))
    (f0 : f 0 = F 0) (fR : f R = F R) (g0 : g 0 = G 0) (gR : g R = G R)
    (f0' : radialDeriv R f 0 = radialDeriv R F 0)
    (fR' : radialDeriv R f R = radialDeriv R F R)
    (g0' : radialDeriv R g 0 = radialDeriv R G 0)
    (gR' : radialDeriv R g R = radialDeriv R G R) :
    operatorTerm R v f g F G = operatorTerm R v g f G F := by
  have h₁ := kineticTerm_eq_neg_operatorTerm hR hv (hf.of_le one_le_two)
    (hF.of_le one_le_two) hg hG f0 fR g0' gR'
  have h₂ := kineticTerm_eq_neg_operatorTerm hR hv (hg.of_le one_le_two)
    (hG.of_le one_le_two) hf hF g0 gR f0' fR'
  -- the kinetic form is visibly symmetric
  have hs : kineticTerm R v f g F G = kineticTerm R v g f G F := by
    unfold kineticTerm
    congr 1
    funext r
    ring
  linarith

end

end KineticDensityAugmentation
```

```lean
#print axioms KineticDensityAugmentation.kineticTerm_eq_surface_sub
-- 'KineticDensityAugmentation.kineticTerm_eq_surface_sub' depends on axioms: [propext, Classical.choice, Quot.sound]
#print axioms KineticDensityAugmentation.forall_potential_iff
-- 'KineticDensityAugmentation.forall_potential_iff' depends on axioms: [propext, Classical.choice, Quot.sound]
#print axioms KineticDensityAugmentation.spherical_kineticTerm
-- 'KineticDensityAugmentation.spherical_kineticTerm' depends on axioms: [propext, Classical.choice, Quot.sound]
#print axioms KineticDensityAugmentation.operatorTerm_symm
-- 'KineticDensityAugmentation.operatorTerm_symm' depends on axioms: [propext, Classical.choice, Quot.sound]
```

## Computing the contribution on a radial grid

Take two channels with the same angular function Y_lm, with f, g, F, G as the full radial factors and a spherical potential w. Let w include the constant prefactor, which is ½ when the kinetic-energy density is defined as half the sum of |∇ψ|² over the occupied orbitals ψ. If the augmentation is not smoothed, the gradient contribution of the two channels to D is

∫₀ᴿ r²w (f′g′ − F′G′) dr + l(l+1) ∫₀ᴿ w (fg − FG) dr.

The first integral is K for v = r²w. The second contains no radial derivatives and needs no integration by parts.

A program can evaluate the first integral from first derivatives of the tabulated functions, without differentiating w. If it stores u = r f instead of f, the derivative needed is

f′ = (u′ − u/r)/r,

and not u′/r.

Evaluating O as well gives a consistency check. Apart from quadrature and differentiation errors, K + O should equal

R² w(R) [ f(R)g′(R) − F(R)G′(R) ],

which is zero for matched functions. A remainder that survives grid refinement can come from imperfect matching at R, an integration limit inside the matching radius, a jump in w, or an error in one of the two expressions.
